# Far above a flat surface with one deviating strip, the patch potential returns to the level of the surroundings

To get a work function from a computed potential, one can read the potential energy of an electron at some point in the vacuum and subtract the Fermi energy. The point has to be chosen. If the surface carries a patch with a different surface dipole, a reading close to the surface gives a local vacuum level, and a reading far away need not agree with it. The problems below treat this choice of reference in a classical model: one infinitely long strip on an otherwise uniform, infinite plane, with no charge in the vacuum.

The surface is the plane $z=0$, and $x$ is the lateral coordinate across the strip $|x|<a$. Nothing depends on the coordinate along the strip. The real numbers $P_1$ and $P_2$ are the vacuum levels assigned to the surroundings and to the strip. They stand for the effect of the local surface dipoles, which are put in by hand and not computed from an electron density. With one Fermi energy $E_F$ throughout the sample, the local work functions are $P_1-E_F$ and $P_2-E_F$.

```lean
import Mathlib

open Real Filter Topology

namespace PatchField

noncomputable section
```

The potential under study is

$$V(x,z)=P_1+\frac{P_2-P_1}{\pi}\left[\arctan\frac{a-x}{z}+\arctan\frac{a+x}{z}\right].$$

For $a>0$ and $z>0$, the bracket is the angle under which the strip is seen from the point $(x,z)$. In Lean, $V$ is `patchPotential P1 P2 a x z`, with all arguments real.

```lean
/-- For `a > 0`, the potential at lateral position `x` and height `z > 0` above a surface whose
vacuum level is `P2` for `|x| < a` and `P1` for `|x| > a`. -/
def patchPotential (P1 P2 a x z : ℝ) : ℝ :=
  P1 + (P2 - P1) / π * (arctan ((a - x) / z) + arctan ((a + x) / z))
```

A potential in charge-free vacuum satisfies Laplace's equation. `HarmonicAbove` demands this at every $z>0$, together with two continuous derivatives in $(x,z)$ jointly. The second demand matters because Lean's `deriv` returns zero where a function has no derivative.

```lean
/-- A potential is harmonic above the surface if it is twice continuously differentiable
for `z > 0` and satisfies Laplace's equation there. -/
def HarmonicAbove (V : ℝ → ℝ → ℝ) : Prop :=
  ContDiffOn ℝ 2 (fun p : ℝ × ℝ => V p.1 p.2) {p | 0 < p.2} ∧
  ∀ x z, 0 < z → deriv (deriv fun s => V s z) x + deriv (deriv fun t => V x t) z = 0
```

## (a) The gradient of one angle

Let $\theta(u,z)=\arctan(u/z)$ with $z>0$. Show that

$$\frac{\partial\theta}{\partial u}=\frac{z}{u^2+z^2},\qquad \frac{\partial\theta}{\partial z}=-\frac{u}{u^2+z^2}.$$

**Solution.** The outer derivative is

$$\frac{1}{1+(u/z)^2}=\frac{z^2}{u^2+z^2}.$$

The inner derivatives of $u/z$ are $1/z$ with respect to $u$ and $-u/z^2$ with respect to $z$. Multiplying gives both results.

`HasDerivAt f f' x` says that `f` is differentiable at `x` with derivative `f'`. The step `key` is the outer derivative, and the two branches after `constructor` are the two products.

```lean
/-- The lateral and vertical derivatives of the angle `arctan (u / z)` at height `z > 0`. -/
theorem angle_gradient (u : ℝ) {z : ℝ} (hz : 0 < z) :
    HasDerivAt (fun s => arctan (s / z)) (z / (u ^ 2 + z ^ 2)) u ∧
    HasDerivAt (fun t => arctan (u / t)) (-u / (u ^ 2 + z ^ 2)) z := by
  have hD : u ^ 2 + z ^ 2 ≠ 0 := by positivity
  have key : 1 / (1 + (u / z) ^ 2) = z ^ 2 / (u ^ 2 + z ^ 2) := by
    have h : u / z * z = u := div_mul_cancel₀ u hz.ne'
    rw [div_eq_div_iff (by positivity) hD]
    linear_combination (-(u / z * z + u)) * h
  constructor
  · refine ((hasDerivAt_id' u).div_const z).arctan.congr_deriv ?_
    rw [key, div_mul_div_comm, div_eq_div_iff (by positivity) hD]
    ring
  · refine ((hasDerivAt_const z u).fun_div (hasDerivAt_id' z) hz.ne').arctan.congr_deriv ?_
    rw [key, div_mul_div_comm, div_eq_div_iff (by positivity) hD]
    ring
```

## (b) The second derivatives of one angle

Show that, for $z>0$,

$$\frac{\partial^2\theta}{\partial u^2}=-\frac{2uz}{(u^2+z^2)^2},\qquad \frac{\partial^2\theta}{\partial z^2}=\frac{2uz}{(u^2+z^2)^2}.$$

**Solution.** Differentiate the results of (a). In $z/(u^2+z^2)$ only the denominator depends on $u$, and its derivative is $2u$. In $-u/(u^2+z^2)$ only the denominator depends on $z$, and its derivative is $2z$. The quotient rule gives the two expressions, which are opposite.

The Lean statement differentiates the fractions from (a) directly, and `hsq` supplies the derivative of a square.

```lean
/-- For `z > 0`, the derivative of `z / (s ^ 2 + z ^ 2)` in `s` at `u` and the derivative of
`-u / (u ^ 2 + t ^ 2)` in `t` at `z`; the two values are opposite. -/
theorem angle_curvature (u : ℝ) {z : ℝ} (hz : 0 < z) :
    HasDerivAt (fun s => z / (s ^ 2 + z ^ 2)) (-(2 * u * z) / (u ^ 2 + z ^ 2) ^ 2) u ∧
    HasDerivAt (fun t => -u / (u ^ 2 + t ^ 2)) (2 * u * z / (u ^ 2 + z ^ 2) ^ 2) z := by
  have hD : u ^ 2 + z ^ 2 ≠ 0 := by positivity
  have hsq : ∀ y : ℝ, HasDerivAt (fun s : ℝ => s ^ 2) (2 * y) y := fun y => by
    simpa using hasDerivAt_pow 2 y
  constructor
  · exact ((hasDerivAt_const u z).fun_div ((hsq u).add_const (z ^ 2)) hD).congr_deriv (by ring)
  · exact ((hasDerivAt_const z (-u)).fun_div ((hsq z).const_add (u ^ 2)) hD).congr_deriv
      (by ring)
```

## (c) Laplace's equation for the patch potential

Show that $V$ is twice continuously differentiable for $z>0$ and that

$$\frac{\partial^2V}{\partial x^2}+\frac{\partial^2V}{\partial z^2}=0.$$

**Solution.** For $z>0$ the quotients $(a\mp x)/z$ are smooth, and so is the arctangent, hence $V$ is smooth. Now write $V=P_1+\frac{P_2-P_1}{\pi}\left[\theta(a-x,z)+\theta(a+x,z)\right]$. Differentiating $\theta(a-x,z)$ twice in $x$ brings two factors $-1$, whose product is $1$. Therefore

$$\frac{\partial^2V}{\partial x^2}=-\frac{P_2-P_1}{\pi}\left[\frac{2(a-x)z}{((a-x)^2+z^2)^2}+\frac{2(a+x)z}{((a+x)^2+z^2)^2}\right],$$

and by (b) $\partial^2V/\partial z^2$ is the same expression with the opposite sign.

In the proof, `hx` and `hv` are the first derivatives, and `hxx` and `hvv` the second. The formula `hv` is stated only near the given height, since (a) requires positive heights; that is enough to differentiate again. The final `ring` performs the cancellation. No sign of $a$ is assumed.

```lean
/-- The patch potential is harmonic above the surface. -/
theorem patch_harmonic (P1 P2 a : ℝ) : HarmonicAbove (patchPotential P1 P2 a) := by
  constructor
  · have h : ∀ p ∈ {p : ℝ × ℝ | 0 < p.2}, p.2 ≠ 0 := fun p hp => ne_of_gt hp
    unfold patchPotential
    refine contDiffOn_const.add (contDiffOn_const.mul (ContDiffOn.add ?_ ?_))
    · exact ((contDiffOn_const.sub contDiffOn_fst).div contDiffOn_snd h).arctan
    · exact ((contDiffOn_const.add contDiffOn_fst).div contDiffOn_snd h).arctan
  · intro x z hz
    have left : ∀ s : ℝ, HasDerivAt (fun s => a - s) (-1) s :=
      fun s => (hasDerivAt_id' s).const_sub a
    have right : ∀ s : ℝ, HasDerivAt (fun s => a + s) 1 s :=
      fun s => (hasDerivAt_id' s).const_add a
    -- first derivatives, as functions
    have hx : (deriv fun s => patchPotential P1 P2 a s z) = fun s => (P2 - P1) / π *
        (z / ((a - s) ^ 2 + z ^ 2) * (-1) + z / ((a + s) ^ 2 + z ^ 2) * 1) :=
      funext fun s => HasDerivAt.deriv
        (((((angle_gradient (a - s) hz).1.comp s (left s)).add
          ((angle_gradient (a + s) hz).1.comp s (right s))).const_mul _).const_add P1)
    have hv : (deriv fun t => patchPotential P1 P2 a x t) =ᶠ[𝓝 z] fun t => (P2 - P1) / π *
        (-(a - x) / ((a - x) ^ 2 + t ^ 2) + -(a + x) / ((a + x) ^ 2 + t ^ 2)) := by
      filter_upwards [Ioi_mem_nhds hz] with t ht
      exact HasDerivAt.deriv ((((angle_gradient (a - x) ht).2.add
        (angle_gradient (a + x) ht).2).const_mul _).const_add P1)
    -- second derivatives, which cancel angle by angle
    have hxx := ((((angle_curvature (a - x) hz).1.comp x (left x)).mul_const (-1)).fun_add
      (((angle_curvature (a + x) hz).1.comp x (right x)).mul_const 1)).const_mul ((P2 - P1) / π)
    have hvv := ((angle_curvature (a - x) hz).2.fun_add
      (angle_curvature (a + x) hz).2).const_mul ((P2 - P1) / π)
    rw [hx, hv.deriv_eq, hvv.deriv]
    erw [hxx.deriv]
    ring
```

## (d) One angle close to the surface

For $c>0$, show that

$$\lim_{z\downarrow0}\arctan\frac{c}{z}=\frac{\pi}{2}.$$

**Solution.** As $z$ falls to zero through positive values, $c/z$ grows without bound, and the arctangent tends to $\pi/2$ at $+\infty$.

`𝓝[>] 0` denotes the approach to zero from above. The proof composes the same two limits.

```lean
/-- As `z` falls to zero from above, the angle `arctan (c / z)` with `c > 0` tends to `π / 2`. -/
theorem angle_at_surface {c : ℝ} (hc : 0 < c) :
    Tendsto (fun z => arctan (c / z)) (𝓝[>] 0) (𝓝 (π / 2)) := by
  have h : Tendsto (fun z : ℝ => c / z) (𝓝[>] 0) atTop := by
    simpa only [div_eq_mul_inv] using tendsto_inv_nhdsGT_zero.const_mul_atTop hc
  exact (tendsto_arctan_atTop.mono_right nhdsWithin_le_nhds).comp h
```

## (e) The local vacuum levels

For $a>0$ and fixed $x$, show that

$$\lim_{z\downarrow0}V(x,z)=\begin{cases}P_2,&|x|<a,\\P_1,&|x|>a,\\ \tfrac12(P_1+P_2),&|x|=a.\end{cases}$$

**Solution.** By (d) and the oddness of the arctangent, each angle tends to $\pi/2$, $-\pi/2$ or $0$ when its numerator is positive, negative or zero.

- Over the strip both numerators are positive, the angles add up to $\pi$, and $V\to P_1+(P_2-P_1)=P_2$.
- Outside it the numerators have opposite signs, the angles cancel, and $V\to P_1$.
- At an edge one numerator is zero and the other is $2a>0$. The sum is $\pi/2$, and $V\to P_1+\tfrac12(P_2-P_1)$.

In Lean, `level` turns the limits of the two angles into the limit of $V$, while `neg` and `zero` treat the numerators not covered by (d). The rest is the case distinction in $x$.

```lean
/-- For `a > 0`, as the height falls to zero the potential tends to `P2` over the strip, to `P1`
outside it, and to the mean of the two over its edges. -/
theorem local_levels (P1 P2 x : ℝ) {a : ℝ} (ha : 0 < a) :
    (|x| < a → Tendsto (patchPotential P1 P2 a x) (𝓝[>] 0) (𝓝 P2)) ∧
    (a < |x| → Tendsto (patchPotential P1 P2 a x) (𝓝[>] 0) (𝓝 P1)) ∧
    (|x| = a → Tendsto (patchPotential P1 P2 a x) (𝓝[>] 0) (𝓝 ((P1 + P2) / 2))) := by
  have hpi : (P2 - P1) / π * π = P2 - P1 := div_mul_cancel₀ _ pi_ne_zero
  -- the limits of the two angles fix the limit of the potential
  have level : ∀ A B L : ℝ, Tendsto (fun z => arctan ((a - x) / z)) (𝓝[>] 0) (𝓝 A) →
      Tendsto (fun z => arctan ((a + x) / z)) (𝓝[>] 0) (𝓝 B) →
      P1 + (P2 - P1) / π * (A + B) = L →
      Tendsto (patchPotential P1 P2 a x) (𝓝[>] 0) (𝓝 L) := by
    intro A B L hA hB hL
    subst hL
    exact ((hA.add hB).const_mul _).const_add _
  have neg : ∀ c : ℝ, c < 0 → Tendsto (fun z => arctan (c / z)) (𝓝[>] 0) (𝓝 (-(π / 2))) := by
    intro c hc
    simpa [neg_div, arctan_neg] using (angle_at_surface (neg_pos.mpr hc)).neg
  have zero : ∀ c : ℝ, c = 0 → Tendsto (fun z => arctan (c / z)) (𝓝[>] 0) (𝓝 0) := by
    intro c hc
    simp [hc]
  refine ⟨fun h => ?_, fun h => ?_, fun h => ?_⟩
  · obtain ⟨h1, h2⟩ := abs_lt.mp h
    exact level _ _ _ (angle_at_surface (by linarith)) (angle_at_surface (by linarith))
      (by linear_combination hpi)
  · rcases lt_abs.mp h with h | h
    · exact level _ _ _ (neg _ (by linarith)) (angle_at_surface (by linarith)) (by ring)
    · exact level _ _ _ (angle_at_surface (by linarith)) (neg _ (by linarith)) (by ring)
  · rcases (abs_eq ha.le).mp h with h | h
    · exact level _ _ _ (zero _ (by linarith)) (angle_at_surface (by linarith))
        (by linear_combination hpi / 2)
    · exact level _ _ _ (angle_at_surface (by linarith)) (zero _ (by linarith))
        (by linear_combination hpi / 2)
```

## (f) A bound at finite height

For $a>0$ and $z>0$, show that for every $x$

$$|V(x,z)-P_1|\le\frac{2a\,|P_2-P_1|}{\pi z}.$$

**Solution.** Put $q=(a-x)/z$ and $p=(a+x)/z$, so that $p+q=2a/z>0$ and $-q\le p$. The arctangent is increasing, hence $-\arctan q\le\arctan p$, and the sum of the angles is not negative. The function $t-\arctan t$ has derivative $t^2/(1+t^2)\ge0$, so it is increasing too:

$$-q+\arctan q\le p-\arctan p.$$

Together,

$$0\le\arctan p+\arctan q\le p+q=\frac{2a}{z}.$$

Multiplication by $|P_2-P_1|/\pi$ gives the bound.

Here `slope` is the monotonicity of $t-\arctan t$, `hle` is $-q\le p$, and `h0` and `h1` are the two inequalities that follow from it.

```lean
/-- At height `z > 0` the potential of a strip of half-width `a > 0` differs from `P1` by at
most `2 a |P2 - P1| / (π z)`, whatever the lateral position. -/
theorem patch_decay (P1 P2 x : ℝ) {a z : ℝ} (ha : 0 < a) (hz : 0 < z) :
    |patchPotential P1 P2 a x z - P1| ≤ 2 * a * |P2 - P1| / (π * z) := by
  -- the arctangent has slope at most one
  have slope : Monotone fun t : ℝ => t - arctan t := by
    have hd : ∀ t : ℝ, HasDerivAt (fun t : ℝ => t - arctan t) (1 - 1 / (1 + t ^ 2)) t :=
      fun t => (hasDerivAt_id' t).fun_sub (hasDerivAt_arctan t)
    refine monotone_of_deriv_nonneg (fun t => (hd t).differentiableAt) fun t => ?_
    rw [(hd t).deriv, sub_nonneg, div_le_one (by positivity)]
    nlinarith [sq_nonneg t]
  have hle : -((a - x) / z) ≤ (a + x) / z := by
    rw [← neg_div]
    exact div_le_div_of_nonneg_right (by linarith) hz.le
  have h0 := arctan_strictMono.monotone hle
  have h1 := slope hle
  simp only [arctan_neg] at h0 h1
  have hsum : (a - x) / z + (a + x) / z = 2 * a / z := by ring
  unfold patchPotential
  rw [add_sub_cancel_left, abs_mul, abs_div, abs_of_pos pi_pos,
    abs_of_nonneg (a := arctan ((a - x) / z) + arctan ((a + x) / z)) (by linarith)]
  calc |P2 - P1| / π * (arctan ((a - x) / z) + arctan ((a + x) / z))
      ≤ |P2 - P1| / π * (2 * a / z) :=
        mul_le_mul_of_nonneg_left (by linarith) (by positivity)
    _ = 2 * a * |P2 - P1| / (π * z) := by ring
```

For an isolated strip, the bound tells how far out the potential agrees with $P_1$ at every lateral position: for a tolerance $\varepsilon>0$, any height $z\ge2a|P_2-P_1|/(\pi\varepsilon)$ with $z>0$ will do. With $a=10$ nm, a level difference of $0.5$ eV and $\varepsilon=0.01$ eV, this is about $318$ nm.

In slab calculations, the electrostatic potential is commonly averaged over planes parallel to the surface, and the average is read in the vacuum where its profile is flat. The periodic cell repeats the patch, so the bound does not apply there; without a net field, the distant level is then the area average of the local levels.

## (g) The field of the patch in one statement

For $a>0$, collect the properties that make $V$ a patch field:

$$\begin{gathered}\partial_x^2V+\partial_z^2V=0\quad(z>0),\\ V\to P_2\ (|x|<a),\quad V\to P_1\ (|x|>a)\quad\text{as }z\downarrow0,\\ |V-P_1|\le 2a|P_2-P_1|/(\pi z)\quad(z>0).\end{gathered}$$

**Solution.** The first line is (c), the second is (e) without the edges, and the third is (f). The Lean proof assembles the same results.

These properties are verified for the given formula; uniqueness of the solution is a separate question. Adding a term proportional to $z$, a uniform external field, keeps the first two lines and violates the third.

```lean
/-- For `a > 0` the patch potential is harmonic above the surface, tends to `P2` over the strip and
to `P1` outside it as the height falls to zero, and differs from `P1` by at most
`2 a |P2 - P1| / (π z)` at height `z > 0`. -/
theorem patch_field (P1 P2 : ℝ) {a : ℝ} (ha : 0 < a) :
    HarmonicAbove (patchPotential P1 P2 a) ∧
    (∀ x, |x| < a → Tendsto (patchPotential P1 P2 a x) (𝓝[>] 0) (𝓝 P2)) ∧
    (∀ x, a < |x| → Tendsto (patchPotential P1 P2 a x) (𝓝[>] 0) (𝓝 P1)) ∧
    (∀ x z, 0 < z → |patchPotential P1 P2 a x z - P1| ≤ 2 * a * |P2 - P1| / (π * z)) :=
  ⟨patch_harmonic P1 P2 a, fun x => (local_levels P1 P2 x ha).1,
    fun x => (local_levels P1 P2 x ha).2.1, fun x _ hz => patch_decay P1 P2 x ha hz⟩
```

## (h) The same distant level along every path

Let $a>0$, and let a path $(X(t),Z(t))$ satisfy $Z(t)\to\infty$ as $t\to\infty$. Show that

$$\lim_{t\to\infty}V(X(t),Z(t))=P_1.$$

**Solution.** From some $t$ on, $Z(t)>0$, and (f) gives

$$0\le|V(X(t),Z(t))-P_1|\le\frac{2a|P_2-P_1|}{\pi Z(t)}\to0.$$

The bound does not contain $X(t)$, so the lateral motion is arbitrary; `X` need not even be continuous. In Lean, `hb` is the limit of the right-hand side, and `squeeze_zero'` is the squeeze.

```lean
/-- For `a > 0`, along every path whose height grows without bound the potential tends to
`P1`, however the path moves laterally. -/
theorem distant_level (P1 P2 : ℝ) {a : ℝ} (ha : 0 < a) (X Z : ℝ → ℝ)
    (hZ : Tendsto Z atTop atTop) :
    Tendsto (fun t => patchPotential P1 P2 a (X t) (Z t)) atTop (𝓝 P1) := by
  rw [tendsto_iff_norm_sub_tendsto_zero]
  have hb : Tendsto (fun t => 2 * a * |P2 - P1| / (π * Z t)) atTop (𝓝 0) :=
    (hZ.const_mul_atTop pi_pos).const_div_atTop _
  refine squeeze_zero' (Eventually.of_forall fun t => norm_nonneg _) ?_ hb
  filter_upwards [hZ.eventually_gt_atTop 0] with t ht
  exact patch_decay P1 P2 (X t) ha ht
```

## (i) The leading term far away

At fixed $x$, show that

$$\lim_{z\to\infty}z\,\bigl(V(x,z)-P_1\bigr)=\frac{2a(P_2-P_1)}{\pi}.$$

**Solution.** For any real $c$ put $h=1/z$. Then

$$z\arctan\frac{c}{z}=\frac{\arctan(ch)}{h}\to c\qquad(h\downarrow0),$$

because the limit is the derivative of $\arctan(ch)$ at $h=0$. Taking $c=a-x$ and $c=a+x$ and adding gives $2a$, and the prefactor $(P_2-P_1)/\pi$ completes the result.

For $a>0$ the absolute value of this limit equals the constant in (f), so no smaller constant would serve at all heights. The step `small` is the limit for one angle, obtained from the difference quotient at zero.

```lean
/-- At fixed lateral position, the deviation from `P1` times the height tends to
`2 a (P2 - P1) / π` far from the surface. -/
theorem decay_sharp (P1 P2 a x : ℝ) :
    Tendsto (fun z => z * (patchPotential P1 P2 a x z - P1)) atTop
      (𝓝 (2 * a * (P2 - P1) / π)) := by
  -- far from the surface, the height times the angle `arctan (c / z)` tends to `c`
  have small : ∀ c : ℝ, Tendsto (fun z => z * arctan (c / z)) atTop (𝓝 c) := by
    intro c
    have h : HasDerivAt (fun t => arctan (c * t)) c 0 := by
      simpa using ((hasDerivAt_id' (0 : ℝ)).const_mul c).arctan
    refine (h.tendsto_slope_zero_right.comp tendsto_inv_atTop_nhdsGT_zero).congr fun z => ?_
    simp [div_eq_mul_inv]
  have h := ((small (a - x)).add (small (a + x))).const_mul ((P2 - P1) / π)
  have e : (P2 - P1) / π * (a - x + (a + x)) = 2 * a * (P2 - P1) / π := by ring
  rw [e] at h
  refine h.congr fun z => ?_
  unfold patchPotential
  ring

end

end PatchField
```

```lean
#print axioms PatchField.patch_field
#print axioms PatchField.distant_level
#print axioms PatchField.decay_sharp
```

```
'PatchField.patch_field' depends on axioms: [propext, Classical.choice, Quot.sound]
'PatchField.distant_level' depends on axioms: [propext, Classical.choice, Quot.sound]
'PatchField.decay_sharp' depends on axioms: [propext, Classical.choice, Quot.sound]
```
